# Angular integration of the STLS coupling gives a logarithmic kernel for wavevectors of distinct positive length

In a uniform electron gas, exchange and correlation weaken the effective field that an electron feels in response to a density disturbance of wavevector \(\mathbf q\). The Singwi–Tosi–Land–Sjölander (STLS) approximation expresses this weakening through a local-field factor \(G(q)\), determined by the static structure factor \(S(p)\). In three dimensions, with electron density \(n\),

\[
G(q)=-\frac1n\int\frac{d^3p}{(2\pi)^3}\,
\frac{\mathbf q\cdot(\mathbf q-\mathbf p)}{|\mathbf q-\mathbf p|^2}\,[S(p)-1].
\]

Since \(S\) depends only on the length \(p=|\mathbf p|\), the angular part of the integral can be done once and for all. With \(u\) the cosine of the angle between \(\mathbf q\) and \(\mathbf p\), what is needed is

\[
K(q,p)=\int_{-1}^{1}\frac{q^2-qpu}{q^2+p^2-2qpu}\,du
=1+\frac{q^2-p^2}{2qp}\,\ln\left|\frac{q+p}{q-p}\right|,
\qquad q,p>0,\quad p\ne q.
\]

This kernel reduces the STLS equation for the homogeneous three-dimensional gas to a single integral over \(p\), for whatever isotropic \(S\) is supplied.

## The variable \(u\) is the cosine between the wavevectors

The definitions use lengths and a cosine. `transferSq` is the squared momentum transfer \(|\mathbf q-\mathbf p|^2\), with \(\hbar=1\), `coupling` is the ratio in the integrand, and `angularKernel` is \(K\). It is an integral over \(u\), not an average, so the mean over directions is \(K/2\).

```lean
import Mathlib

open MeasureTheory

namespace STLSAngularKernel

noncomputable section

/-- Squared momentum transfer `|q - p|²` for wavevectors of lengths `q` and `p` whose
directions have cosine `u`. -/
def transferSq (q p u : ℝ) : ℝ := q ^ 2 + p ^ 2 - 2 * q * p * u

/-- The STLS coupling `q·(q - p) / |q - p|²` in terms of lengths and the cosine `u`.
Its domain is where the momentum transfer is nonzero. -/
def coupling (q p u : ℝ) : ℝ := (q ^ 2 - q * p * u) / transferSq q p u

/-- The STLS coupling integrated over the cosine of the angle between the wavevectors. -/
def angularKernel (q p : ℝ) : ℝ := ∫ u in (-1 : ℝ)..1, coupling q p u
```

The link to vectors is the hypothesis `hu`, which says \(\mathbf q\cdot\mathbf p=qpu\). By hand, it enters when the products are expanded:

\[
\mathbf q\cdot(\mathbf q-\mathbf p)=q^2-qpu,\qquad
|\mathbf q-\mathbf p|^2=q^2+p^2-2qpu.
\]

The proof performs the same two expansions and substitutes `hu` in each. Without `hu` the first identity fails, since it is equivalent to `hu`. In this theorem alone, `q` and `p` denote vectors; everywhere else they are lengths.

```lean
/-- For two wavevectors whose directions have cosine `u`, the numerator and the denominator of
the STLS coupling are `q·(q - p)` and `|q - p|²`. -/
theorem coupling_of_vectors {E : Type*} [NormedAddCommGroup E] [InnerProductSpace ℝ E]
    (q p : E) (u : ℝ) (hu : inner ℝ q p = ‖q‖ * ‖p‖ * u) :
    inner ℝ q (q - p) = ‖q‖ ^ 2 - ‖q‖ * ‖p‖ * u ∧
      ‖q - p‖ ^ 2 = transferSq ‖q‖ ‖p‖ u := by
  constructor
  · rw [inner_sub_right, real_inner_self_eq_norm_sq, hu]
  · rw [norm_sub_sq_real, hu, transferSq]
    ring
```

The identity holds in any real inner product space, but the uniform weight \(du\) belongs to three dimensions. The step from \(d^3p\) to \(2\pi p^2\,dp\,du\), which connects \(K\) with the STLS integral, is assumed here.

## Positive lengths and a cosine of at most one

Positive lengths mean that neither wavevector vanishes, and \(u\in[-1,1]\) means that the angle is real. Both serve to fix the sign of the last term in the rearrangement

\[
q^2+p^2-2qpu=(q-p)^2+2qp(1-u).
\]

The last term is nonnegative because \(qp>0\) and \(u\le1\), and the square is positive when the lengths differ. The proof establishes these two facts as `h2` and `h1` and adds them. Of the interval condition it uses only the upper bound.

```lean
/-- Two wavevectors of distinct positive lengths have nonzero momentum transfer at every
angle. -/
theorem transferSq_pos {q p u : ℝ} (hq : 0 < q) (hp : 0 < p) (hpq : p ≠ q)
    (hu : u ∈ Set.Icc (-1 : ℝ) 1) : 0 < transferSq q p u := by
  have h1 : 0 < (q - p) ^ 2 := by
    have : q - p ≠ 0 := sub_ne_zero.mpr hpq.symm
    positivity
  have h2 : 0 ≤ q * p * (1 - u) := mul_nonneg (mul_pos hq hp).le (by linarith [hu.2])
  unfold transferSq
  linarith
```

If \(u\) could exceed one, the denominator would vanish at \(u=(q^2+p^2)/(2qp)\), which is larger than one for distinct positive lengths.

A zero length causes trouble later, where the integration divides by \(qp\). For \(p=0<q\) the integrand is 1 and the kernel is 2; for \(q=0<p\) both are 0. The logarithmic expression has no value in either case. These examples rule out zero lengths only; negative ones are excluded because they are not lengths.

## Wavevectors of different length

The condition \(p\ne q\) keeps the shell of wavevectors of length \(p\) away from the tip of \(\mathbf q\), so the momentum transfer vanishes at no angle. Write \(T(u)=q^2+p^2-2qpu\). The numerator is \(\tfrac12T(u)+\tfrac12(q^2-p^2)\), and therefore

\[
\frac{q^2-qpu}{T(u)}=\frac12+\frac{q^2-p^2}{2\,T(u)}.
\]

Since \(T'(u)=-2qp\), an antiderivative is

\[
F(u)=\frac u2-\frac{q^2-p^2}{4qp}\ln T(u).
\]

At the endpoints \(T(1)=(q-p)^2\) and \(T(-1)=(q+p)^2\), so

\[
F(1)-F(-1)=1+\frac{q^2-p^2}{4qp}\ln\frac{(q+p)^2}{(q-p)^2}
=1+\frac{q^2-p^2}{2qp}\ln\left|\frac{q+p}{q-p}\right|.
\]

The theorem states both the positivity of \(T\) on the whole interval and this value. In its proof, `hderiv` differentiates \(F\), `hc` supplies the continuity that makes the integrand integrable, and the fundamental theorem of calculus gives the difference. The identities `e1` and `e2` are the endpoint values. Distinctness is used for the positivity of \(T\) and again to split the logarithm of the quotient.

```lean
/-- For distinct positive `q` and `p` the momentum transfer vanishes at no angle, and the
angular integral of the STLS coupling is the logarithmic kernel. -/
theorem angularKernel_eq_log {q p : ℝ} (hq : 0 < q) (hp : 0 < p) (hpq : p ≠ q) :
    (∀ u ∈ Set.Icc (-1 : ℝ) 1, 0 < transferSq q p u) ∧
      angularKernel q p
        = 1 + (q ^ 2 - p ^ 2) / (2 * q * p) * Real.log |(q + p) / (q - p)| := by
  have hpos : ∀ u ∈ Set.Icc (-1 : ℝ) 1, 0 < transferSq q p u :=
    fun u hu => transferSq_pos hq hp hpq hu
  refine ⟨hpos, ?_⟩
  have hI : Set.uIcc (-1 : ℝ) 1 = Set.Icc (-1) 1 := Set.uIcc_of_le (by norm_num)
  have hq0 := hq.ne'
  have hp0 := hp.ne'
  -- an explicit antiderivative of the coupling
  have hderiv : ∀ u ∈ Set.uIcc (-1 : ℝ) 1, HasDerivAt
      (fun v => v / 2 - (q ^ 2 - p ^ 2) / (4 * q * p) * Real.log (transferSq q p v))
      (coupling q p u) u := by
    intro u hu
    rw [hI] at hu
    have hne := (hpos u hu).ne'
    have h1 : HasDerivAt (fun v => transferSq q p v) (-(2 * q * p)) u :=
      (((hasDerivAt_id' u).const_mul (2 * q * p)).const_sub (q ^ 2 + p ^ 2)).congr_deriv
        (by ring)
    refine (((hasDerivAt_id' u).div_const 2).fun_sub
      ((h1.log hne).const_mul ((q ^ 2 - p ^ 2) / (4 * q * p)))).congr_deriv ?_
    unfold coupling
    field_simp
    unfold transferSq
    ring
  have hT : Continuous (transferSq q p) := by
    change Continuous (fun u : ℝ => q ^ 2 + p ^ 2 - 2 * q * p * u)
    fun_prop
  have hN : Continuous (fun u : ℝ => q ^ 2 - q * p * u) := by fun_prop
  have hc : ContinuousOn (coupling q p) (Set.uIcc (-1 : ℝ) 1) := by
    rw [hI]
    exact hN.continuousOn.div hT.continuousOn (fun u hu => (hpos u hu).ne')
  -- the endpoints are forward and backward alignment
  have e1 : transferSq q p 1 = (q - p) ^ 2 := by unfold transferSq; ring
  have e2 : transferSq q p (-1) = (q + p) ^ 2 := by unfold transferSq; ring
  have h := intervalIntegral.integral_eq_sub_of_hasDerivAt hderiv hc.intervalIntegrable
  simp only [e1, e2, Real.log_pow] at h
  rw [angularKernel, h, Real.log_abs,
    Real.log_div (add_pos hq hp).ne' (sub_ne_zero.mpr hpq.symm)]
  push_cast
  ring
```

Without \(p\ne q\), the positivity statement fails at \(u=1\), where the transfer is zero. The kernel itself remains finite: for equal lengths,

\[
\frac{q^2-q^2u}{2q^2(1-u)}=\frac12\qquad(u\ne1),
\]

and a single point does not affect the integral, so \(K(q,q)=1\). The proof replaces the integrand by \(1/2\) almost everywhere. Because Lean sets division by zero to zero, the logarithmic expression would also return 1 here, but the value is obtained from the integral.

```lean
/-- For wavevectors of equal positive length the angular kernel is one. -/
theorem angularKernel_self {q : ℝ} (hq : 0 < q) : angularKernel q q = 1 := by
  have hae : ∀ᵐ u : ℝ, u ≠ 1 := by
    have h : ({1} : Set ℝ)ᶜ ∈ ae (volume : Measure ℝ) := compl_mem_ae_iff.mpr (by simp)
    filter_upwards [h] with u hu
    simpa using hu
  -- away from forward alignment the coupling is constant
  have h : ∫ u in (-1 : ℝ)..1, coupling q q u = ∫ _u in (-1 : ℝ)..1, (1 / 2 : ℝ) := by
    apply intervalIntegral.integral_congr_ae
    filter_upwards [hae] with u hu _
    have hne : transferSq q q u ≠ 0 := by
      have hT : transferSq q q u = 2 * (q ^ 2 * (1 - u)) := by unfold transferSq; ring
      rw [hT]
      exact mul_ne_zero two_ne_zero
        (mul_ne_zero (pow_ne_zero 2 hq.ne') (sub_ne_zero.mpr hu.symm))
    rw [coupling, div_eq_iff hne]
    unfold transferSq
    ring
  rw [angularKernel, h, intervalIntegral.integral_const]
  norm_num
```

With the diagonal settled, a relation follows that needs no distinctness. The integrands of \(K(q,p)\) and \(K(p,q)\) have the same denominator, and their numerators add up to it, so

\[
K(q,p)+K(p,q)=\int_{-1}^{1}1\,du=2.
\]

At equal lengths the integrands still add to one except at \(u=1\). The Lean proof takes another route: it treats equal lengths separately and otherwise adds the two closed forms, in which the prefactor changes sign under exchange while the logarithm does not.

```lean
/-- Reciprocity: for positive `q` and `p`, the kernel and the kernel with the two wavevectors
exchanged add up to two. -/
theorem angularKernel_add_swap {q p : ℝ} (hq : 0 < q) (hp : 0 < p) :
    angularKernel q p + angularKernel p q = 2 := by
  rcases eq_or_ne p q with h | h
  · rw [h, angularKernel_self hq]
    norm_num
  · have hs : |(p + q) / (p - q)| = |(q + p) / (q - p)| := by
      rw [abs_div, abs_div, abs_sub_comm p q, add_comm p q]
    rw [(angularKernel_eq_log hq hp h).2, (angularKernel_eq_log hp hq h.symm).2, hs]
    ring
```

## One wavevector longer than the other

The hypothesis \(0<p<q\) says that the disturbance has the larger wavevector. Then \(q^2-p^2>0\) and \((q+p)/(q-p)>1\), so the logarithmic term is positive and \(K(q,p)>1\). Reciprocity gives \(K(p,q)<1\). In the proof, `hc` and `hlog` are the two signs.

```lean
/-- For `0 < p < q` the kernel exceeds one, and with the wavevectors exchanged it is below
one. -/
theorem angularKernel_one_lt {q p : ℝ} (hp : 0 < p) (hpq : p < q) :
    1 < angularKernel q p ∧ angularKernel p q < 1 := by
  have hq : 0 < q := hp.trans hpq
  have hd : 0 < q - p := sub_pos.mpr hpq
  have hlog : 0 < Real.log |(q + p) / (q - p)| := by
    apply Real.log_pos
    rw [abs_of_pos (div_pos (add_pos hq hp) hd), lt_div_iff₀ hd]
    linarith
  have hc : 0 < (q ^ 2 - p ^ 2) / (2 * q * p) :=
    div_pos (by nlinarith) (by positivity)
  have h1 : 1 < angularKernel q p := by
    rw [(angularKernel_eq_log hq hp hpq.ne).2]
    linarith [mul_pos hc hlog]
  exact ⟨h1, by linarith [angularKernel_add_swap hq hp]⟩
```

At \(p=q\) both strict inequalities fail, since the kernel is 1, and for \(p>q>0\) they are reversed.

## A length ratio below one

For \(0<q<p\) the wavelength \(2\pi/q\) of the disturbance is longer than \(2\pi/p\). Put \(x=q/p\), so that \(0<x<1\) and

\[
K=1-\frac{1-x^2}{2x}\,[\ln(1+x)-\ln(1-x)].
\]

Taylor's formula for the two logarithms gives

\[
\ln(1+x)-\ln(1-x)=2x+\tfrac23x^3+e,\qquad |e|\le\frac{2x^4}{1-x}.
\]

Because \((1-x^2)(1+x^2/3)=1-\tfrac23x^2-\tfrac13x^4\),

\[
K-\tfrac23x^2=\tfrac13x^4-\frac{1-x^2}{2x}\,e.
\]

The last term is at most \((1+x)x^3\le2x^3\) in size, and \(\tfrac13x^4\le\tfrac13x^3\), so the total error is below \(3x^3\). The lemma follows these lines: `hE` bounds \(e\), `hb` bounds its product with the prefactor, and `hs` is the algebraic identity. The bound is not sharp: as \(x\to0\), the error behaves as \(\tfrac{2}{15}x^4\).

```lean
/-- For `0 < x < 1`, the logarithmic kernel at length ratio `x` is `2x²/3` up to an error of
at most `3x³`. -/
theorem log_kernel_bound {x : ℝ} (hx : 0 < x) (hx1 : x < 1) :
    |1 - (1 - x ^ 2) / (2 * x) * (Real.log (1 + x) - Real.log (1 - x)) - 2 / 3 * x ^ 2|
      ≤ 3 * x ^ 3 := by
  have hx0 := hx.ne'
  have hd : 0 < 1 - x := sub_pos.mpr hx1
  have hd0 := hd.ne'
  -- Taylor bounds for both logarithms
  have h1 := Real.abs_log_sub_add_sum_range_le (x := x) (by rwa [abs_of_pos hx]) 3
  have h2 := Real.abs_log_sub_add_sum_range_le (x := -x) (by rwa [abs_neg, abs_of_pos hx]) 3
  simp only [Finset.sum_range_succ, Finset.sum_range_zero, abs_neg, abs_of_pos hx,
    sub_neg_eq_add] at h1 h2
  norm_num at h1 h2
  rw [abs_le] at h1 h2
  obtain ⟨e, he⟩ : ∃ e, e = Real.log (1 + x) - Real.log (1 - x) - 2 * x - 2 / 3 * x ^ 3 :=
    ⟨_, rfl⟩
  have hE : |e| ≤ 2 * (x ^ 4 / (1 - x)) := by
    rw [abs_le]
    constructor <;> linarith [h1.1, h1.2, h2.1, h2.2]
  have hc : 0 < (1 - x ^ 2) / (2 * x) := div_pos (by nlinarith) (by positivity)
  have hb : |(1 - x ^ 2) / (2 * x) * e| ≤ 2 * x ^ 3 := by
    rw [abs_mul, abs_of_pos hc]
    calc (1 - x ^ 2) / (2 * x) * |e|
        ≤ (1 - x ^ 2) / (2 * x) * (2 * (x ^ 4 / (1 - x))) :=
          mul_le_mul_of_nonneg_left hE hc.le
      _ = (1 + x) * x ^ 3 := by
          field_simp
          ring
      _ ≤ 2 * x ^ 3 := by linarith [mul_pos hd (pow_pos hx 3)]
  have hL : Real.log (1 + x) - Real.log (1 - x) = e + 2 * x + 2 / 3 * x ^ 3 := by
    rw [he]; ring
  have hs : 1 - (1 - x ^ 2) / (2 * x) * (e + 2 * x + 2 / 3 * x ^ 3) - 2 / 3 * x ^ 2
      = x ^ 4 / 3 - (1 - x ^ 2) / (2 * x) * e := by
    field_simp
    ring
  rw [hL, hs]
  rw [abs_le] at hb ⊢
  constructor <;> linarith [hb.1, hb.2, pow_pos hx 4, pow_pos hx 3, mul_pos hd (pow_pos hx 3)]
```

The condition \(x<1\) is what the Taylor bounds require. The theorem for the kernel rewrites the closed form in terms of \(q/p\) and applies the lemma.

```lean
/-- Long wavelengths: for `0 < q < p` the kernel is `(2/3)(q/p)²` up to an error of at most
`3(q/p)³`. -/
theorem angularKernel_long_wavelength {q p : ℝ} (hq : 0 < q) (hqp : q < p) :
    |angularKernel q p - 2 / 3 * (q / p) ^ 2| ≤ 3 * (q / p) ^ 3 := by
  have hp : 0 < p := hq.trans hqp
  have hq0 := hq.ne'
  have hp0 := hp.ne'
  have hx : 0 < q / p := div_pos hq hp
  have hx1 : q / p < 1 := (div_lt_one hp).mpr hqp
  have h : q / p * p = q := div_mul_cancel₀ q hp0
  have hn : q + p = p * (1 + q / p) := by linear_combination -h
  have hd : p - q = p * (1 - q / p) := by linear_combination h
  -- only the ratio of the lengths matters
  have hl : |(q + p) / (q - p)| = (1 + q / p) / (1 - q / p) := by
    rw [abs_div, abs_of_pos (add_pos hq hp), abs_sub_comm, abs_of_pos (sub_pos.mpr hqp),
      hn, hd, mul_div_mul_left _ _ hp0]
  have hc : (q ^ 2 - p ^ 2) / (2 * q * p) = -((1 - (q / p) ^ 2) / (2 * (q / p))) := by
    field_simp
    ring
  rw [(angularKernel_eq_log hq hp hqp.ne').2, hl,
    Real.log_div (by linarith) (sub_pos.mpr hx1).ne', hc, neg_mul, ← sub_eq_add_neg]
  exact log_kernel_bound hx hx1
```

The estimate concerns one fixed \(p>q\). A statement about \(G(q)\) at small \(q\) would also have to treat the shells with \(p\le q\) and the behaviour of \(S\).

When the order is reversed, \(0<p<q\), the expansion in \(q/p\) is no longer useful. Reciprocity turns the previous estimate, with the letters exchanged, into

\[
\left|K(q,p)-\left(2-\tfrac23(p/q)^2\right)\right|\le3(p/q)^3.
\]

The kernel therefore approaches 2 when \(q\) is much larger than \(p\). The proof combines exactly these two ingredients.

```lean
/-- Short wavelengths: for `0 < p < q` the kernel is `2 - (2/3)(p/q)²` up to an error of at
most `3(p/q)³`. -/
theorem angularKernel_short_wavelength {q p : ℝ} (hp : 0 < p) (hpq : p < q) :
    |angularKernel q p - (2 - 2 / 3 * (p / q) ^ 2)| ≤ 3 * (p / q) ^ 3 := by
  have h := angularKernel_long_wavelength hp hpq
  have hr := angularKernel_add_swap (hp.trans hpq) hp
  rw [abs_le] at h ⊢
  constructor <;> linarith [h.1, h.2]

end

end STLSAngularKernel
```

```lean
#print axioms STLSAngularKernel.coupling_of_vectors
-- 'STLSAngularKernel.coupling_of_vectors' depends on axioms: [propext, Classical.choice, Quot.sound]
#print axioms STLSAngularKernel.angularKernel_eq_log
-- 'STLSAngularKernel.angularKernel_eq_log' depends on axioms: [propext, Classical.choice, Quot.sound]
#print axioms STLSAngularKernel.angularKernel_one_lt
-- 'STLSAngularKernel.angularKernel_one_lt' depends on axioms: [propext, Classical.choice, Quot.sound]
#print axioms STLSAngularKernel.angularKernel_short_wavelength
-- 'STLSAngularKernel.angularKernel_short_wavelength' depends on axioms: [propext, Classical.choice, Quot.sound]
```

## The angular integral of the Coulomb interaction

The logarithm in \(F\) also integrates \(1/T\) alone. For distinct \(q,p>0\),

\[
\int_{-1}^{1}\frac{du}{q^2+p^2-2qpu}
=\left[-\frac{\ln T(u)}{2qp}\right]_{-1}^{1}
=\frac1{qp}\ln\left|\frac{q+p}{q-p}\right|.
\]

Up to the factor \(4\pi e^2\) (Gaussian units, with \(e\) the elementary charge), this is the Coulomb interaction integrated over the cosine, as it occurs in the Hartree–Fock exchange energy of the uniform gas. Here distinctness matters more than for \(K\): at \(p=q\) the integral diverges, because no factor \(q^2-p^2\) multiplies the logarithm.
